# Bogoliubov's inequality for thermal averages of finite Hermitian systems

For a Hermitian matrix $H$, an inverse temperature $b=1/(k_BT)\ge 0$ and arbitrary complex matrices $A$, $C$ of the same finite size,

$$|\langle[C,A]\rangle|^2\le\frac b2\,\langle\{A,A^*\}\rangle\,\langle[[C,H],C^*]\rangle .$$

Here $\langle X\rangle=\operatorname{tr}(e^{-bH}X)/\operatorname{tr}e^{-bH}$, the star is the conjugate transpose, and $[X,Y]=XY-YX$, $\{X,Y\}=XY+YX$. Both expectations on the right are real and nonnegative. The constant $1/2$ is optimal at every fixed $b>0$.

## A consistency check for thermal averages

A code that computes all eigenvalues and eigenvectors of a finite system can evaluate both sides for any pair $A$, $C$. A violation larger than rounding allows points to a fault, for instance in the Boltzmann weights, or in a separately built matrix for $A^*$ that is not the conjugate transpose of $A$. A wrong $A$ or $C$ used consistently on both sides goes unnoticed, because the inequality holds for all matrices. The $H$ in the double commutator must be the one in the exponent: in a grand-canonical run, both are $H-\mu N$.

## From pairs of levels to the bound

Work in an eigenbasis of $H$ with energies $E_i$, and put $p_i=e^{-bE_i}$, $Z=\sum_ip_i$. Writing out the traces and relabelling indices gives

$$\langle[C,A]\rangle=\frac1Z\sum_{ij}(p_i-p_j)C_{ij}A_{ji},\qquad
\langle\{A,A^*\}\rangle=\frac1Z\sum_{ij}(p_i+p_j)|A_{ij}|^2 .$$

Since $[C,H]_{ij}=C_{ij}(E_j-E_i)$, the first formula also gives

$$\langle[[C,H],C^*]\rangle=\frac1Z\sum_{ij}(p_i-p_j)(E_j-E_i)|C_{ij}|^2 .$$

Every term here is nonnegative, because the weights do not increase with energy.

The weights satisfy

$$(p_i-p_j)^2\le\frac b2(p_i+p_j)(p_i-p_j)(E_j-E_i).$$

To see this, set $t=b(E_j-E_i)$, so that $p_j=p_ie^{-t}$. Right side minus left side is $p_i^2(1-e^{-t})f(t)$ with $f(t)=\tfrac t2(1+e^{-t})-1+e^{-t}$. Now $f(0)=0$ and $f'(t)=\tfrac12\bigl(1-(1+t)e^{-t}\bigr)\ge0$, because $e^t\ge1+t$. Hence $f(t)$ and $1-e^{-t}$ are both nonnegative for $t\ge0$ and both nonpositive for $t\le0$.

Cauchy–Schwarz over pairs $(i,j)$ yields

$$\Bigl|\sum_{ij}(p_i-p_j)C_{ij}A_{ji}\Bigr|^2\le\sum_{ij}(p_i+p_j)|A_{ji}|^2\;\sum_{ij}\frac{(p_i-p_j)^2}{p_i+p_j}|C_{ij}|^2 .$$

Bound the last fraction by $\tfrac b2(p_i-p_j)(E_j-E_i)$ and divide by $Z^2$.

For optimality, take levels $0$ and $e>0$, let $C$ have the single nonzero entry $C_{01}=1$, and set $A=C^*$. With $kb$ in place of $b/2$, the inequality becomes $\tanh(be/2)\le kbe$, and $e\to0$ forces $k\ge1/2$.

For $b>0$, the same Cauchy–Schwarz step with $w_{ij}=(p_i-p_j)/(E_j-E_i)$ in place of $p_i+p_j$, and $w_{ij}=bp_i$ at equal energies, gives a sharper neighbour by hand:

$$|\langle[C,A]\rangle|^2\le\Bigl(\frac1Z\sum_{ij}w_{ij}|A_{ij}|^2\Bigr)\langle[[C,H],C^*]\rangle .$$

The file does not contain this variant.

## The Lean file

```lean
import Mathlib

open Matrix
open scoped ComplexOrder

namespace BogoliubovInequality

noncomputable section

variable {n : Type*} [Fintype n] [DecidableEq n]

/-- The commutator `[X, Y] = XY - YX`. -/
def comm (X Y : Matrix n n ℂ) : Matrix n n ℂ := X * Y - Y * X

/-- The anticommutator `{X, Y} = XY + YX`. -/
def anti (X Y : Matrix n n ℂ) : Matrix n n ℂ := X * Y + Y * X

/-- The Gibbs expectation `tr(exp(-bH) X) / tr exp(-bH)`, meaningful when the partition function
`tr exp(-bH)` is nonzero, as it is for Hermitian `H` on a space of positive dimension. -/
def gibbs (b : ℝ) (H X : Matrix n n ℂ) : ℂ :=
  trace (NormedSpace.exp (-(b : ℂ) • H) * X) / trace (NormedSpace.exp (-(b : ℂ) • H))

/-- The Boltzmann weight `exp(-b e)` of a level of energy `e`. -/
def boltz (b e : ℝ) : ℝ := Real.exp (-b * e)

/-- The Hamiltonian that is diagonal with real energies `E i`. -/
def levels (E : n → ℝ) : Matrix n n ℂ := diagonal fun i => (E i : ℂ)

/-- For the Boltzmann weights `p`, `q` of levels with energies `x`, `y`, and any real `b`,
`(p - q)^2 ≤ (b/2) (p + q) (p - q) (y - x)`. -/
theorem boltz_bound (b x y : ℝ) : (boltz b x - boltz b y) ^ 2 ≤
    b / 2 * (boltz b x + boltz b y) * ((boltz b x - boltz b y) * (y - x)) := by
  -- the function below vanishes at 0 and increases, because exp t ≥ 1 + t
  have hmono : Monotone (fun t : ℝ => t * (1 + Real.exp (-t)) / 2 - 1 + Real.exp (-t)) := by
    have hd : ∀ t : ℝ, HasDerivAt (fun t : ℝ => t * (1 + Real.exp (-t)) / 2 - 1 + Real.exp (-t))
        ((1 - (1 + t) * Real.exp (-t)) / 2) t := by
      intro t
      have he : HasDerivAt (fun t : ℝ => Real.exp (-t)) (-Real.exp (-t)) t := by
        simpa using (hasDerivAt_id' t).fun_neg.exp
      have h := ((((hasDerivAt_id' t).fun_mul (he.const_add 1)).div_const 2).sub_const 1).fun_add he
      exact h.congr_deriv (by ring)
    refine monotone_of_deriv_nonneg (fun t => (hd t).differentiableAt) fun t => ?_
    rw [(hd t).deriv]
    have h2 : Real.exp t * Real.exp (-t) = 1 := by rw [← Real.exp_add]; simp
    have h3 := mul_le_mul_of_nonneg_right (Real.add_one_le_exp t) (Real.exp_pos (-t)).le
    linarith
  have hq : boltz b y = boltz b x * Real.exp (-(b * (y - x))) := by
    unfold boltz
    rw [← Real.exp_add]
    congr 1
    ring
  have key : 0 ≤ (1 - Real.exp (-(b * (y - x)))) *
      (b * (y - x) * (1 + Real.exp (-(b * (y - x)))) / 2 - 1 + Real.exp (-(b * (y - x)))) := by
    have h0 : (0 : ℝ) * (1 + Real.exp (-0)) / 2 - 1 + Real.exp (-0) = 0 := by
      rw [neg_zero, Real.exp_zero]; norm_num
    rcases le_total 0 (b * (y - x)) with h | h
    · have h1 := h0.symm.le.trans (hmono h)
      have h2 : Real.exp (-(b * (y - x))) ≤ 1 := Real.exp_le_one_iff.mpr (by linarith)
      exact mul_nonneg (by linarith) h1
    · have h1 := (hmono h).trans h0.le
      have h2 : 1 ≤ Real.exp (-(b * (y - x))) := Real.one_le_exp (by linarith)
      exact mul_nonneg_of_nonpos_of_nonpos (by linarith) h1
  rw [hq]
  nlinarith [mul_nonneg (sq_nonneg (boltz b x)) key]

/-- For a diagonal Hamiltonian the Gibbs expectation is the Boltzmann-weighted mean of the
diagonal entries. -/
theorem gibbs_levels (b : ℝ) (E : n → ℝ) (X : Matrix n n ℂ) : gibbs b (levels E) X =
    (∑ i, (boltz b (E i) : ℂ) * X i i) / ((∑ i, boltz b (E i) : ℝ) : ℂ) := by
  have h : NormedSpace.exp (-(b : ℂ) • levels E) = diagonal fun i => (boltz b (E i) : ℂ) := by
    rw [levels, ← Matrix.diagonal_smul, Matrix.exp_diagonal, Pi.exp_def]
    congr 1
    funext i
    simp [boltz, ← Complex.exp_eq_exp_ℂ]
  rw [gibbs, h]
  simp [Matrix.trace, Matrix.diagonal_mul]

/-- For a diagonal Hamiltonian `<[X, Y]>` is a sum over pairs of levels, weighted by
differences of Boltzmann weights. -/
theorem gibbs_comm_levels (b : ℝ) (E : n → ℝ) (X Y : Matrix n n ℂ) :
    gibbs b (levels E) (comm X Y) =
      (∑ i, ∑ j, ((boltz b (E i) : ℂ) - boltz b (E j)) * (X i j * Y j i)) /
        ((∑ i, boltz b (E i) : ℝ) : ℂ) := by
  rw [gibbs_levels]
  congr 1
  simp only [comm, Matrix.sub_apply, Matrix.mul_apply, mul_sub, sub_mul, Finset.mul_sum,
    Finset.sum_sub_distrib]
  congr 1
  rw [Finset.sum_comm]
  exact Finset.sum_congr rfl fun i _ => Finset.sum_congr rfl fun j _ => by ring

/-- For a diagonal Hamiltonian `<{A, A*}>` is the sum of `|A i j|^2` weighted by sums of
Boltzmann weights, divided by the partition function. -/
theorem gibbs_anti_levels (b : ℝ) (E : n → ℝ) (A : Matrix n n ℂ) :
    gibbs b (levels E) (anti A Aᴴ) =
      (((∑ i, ∑ j, (boltz b (E i) + boltz b (E j)) * ‖A i j‖ ^ 2) /
        ∑ i, boltz b (E i) : ℝ) : ℂ) := by
  have hz : ∀ z : ℂ, z * star z = (‖z‖ : ℂ) ^ 2 := fun z => by
    rw [← Complex.ofReal_pow, ← Complex.normSq_eq_norm_sq, ← Complex.mul_conj]; rfl
  rw [gibbs_levels, Complex.ofReal_div]
  congr 1
  push_cast
  simp only [anti, Matrix.add_apply, Matrix.mul_apply, Matrix.conjTranspose_apply, mul_add,
    add_mul, Finset.mul_sum, Finset.sum_add_distrib, ← hz]
  congr 1
  rw [Finset.sum_comm]
  exact Finset.sum_congr rfl fun i _ => Finset.sum_congr rfl fun j _ => by ring

/-- For a diagonal Hamiltonian `<[[C, H], C*]>` is the sum of `|C i j|^2` weighted by
`(p i - p j) (E j - E i)`, where `p i` is the Boltzmann weight of level `i`, divided by the
partition function. -/
theorem gibbs_double_levels (b : ℝ) (E : n → ℝ) (C : Matrix n n ℂ) :
    gibbs b (levels E) (comm (comm C (levels E)) Cᴴ) =
      (((∑ i, ∑ j, (boltz b (E i) - boltz b (E j)) * (E j - E i) * ‖C i j‖ ^ 2) /
        ∑ i, boltz b (E i) : ℝ) : ℂ) := by
  have hz : ∀ z : ℂ, z * star z = (‖z‖ : ℂ) ^ 2 := fun z => by
    rw [← Complex.ofReal_pow, ← Complex.normSq_eq_norm_sq, ← Complex.mul_conj]; rfl
  rw [gibbs_comm_levels, Complex.ofReal_div]
  congr 1
  push_cast
  refine Finset.sum_congr rfl fun i _ => Finset.sum_congr rfl fun j _ => ?_
  rw [← hz, comm, levels, Matrix.sub_apply, Matrix.mul_diagonal, Matrix.diagonal_mul,
    Matrix.conjTranspose_apply]
  ring

/-- The Bogoliubov inequality for a real diagonal Hamiltonian at inverse temperature `b ≥ 0`,
with both factors on the right real and nonnegative. -/
theorem bogoliubov_levels {b : ℝ} (hb : 0 ≤ b) (E : n → ℝ) (A C : Matrix n n ℂ) :
    0 ≤ gibbs b (levels E) (anti A Aᴴ) ∧
    0 ≤ gibbs b (levels E) (comm (comm C (levels E)) Cᴴ) ∧
    ‖gibbs b (levels E) (comm C A)‖ ^ 2 ≤ b / 2 * (gibbs b (levels E) (anti A Aᴴ)).re *
      (gibbs b (levels E) (comm (comm C (levels E)) Cᴴ)).re := by
  have hp : ∀ i, 0 < boltz b (E i) := fun i => Real.exp_pos _
  have hs : ∀ i j, 0 < boltz b (E i) + boltz b (E j) := fun i j => add_pos (hp i) (hp j)
  have hZ : 0 ≤ ∑ i, boltz b (E i) := Finset.sum_nonneg fun i _ => (hp i).le
  have hG : ∀ i j, 0 ≤ (boltz b (E i) - boltz b (E j)) * (E j - E i) := by
    intro i j
    rcases le_total (E i) (E j) with h | h
    · have h1 : boltz b (E j) ≤ boltz b (E i) := Real.exp_le_exp.mpr (by nlinarith)
      exact mul_nonneg (by linarith) (by linarith)
    · have h1 : boltz b (E i) ≤ boltz b (E j) := Real.exp_le_exp.mpr (by nlinarith)
      exact mul_nonneg_of_nonpos_of_nonpos (by linarith) (by linarith)
  have hF0 : 0 ≤ ∑ i, ∑ j, (boltz b (E i) + boltz b (E j)) * ‖A i j‖ ^ 2 :=
    Finset.sum_nonneg fun i _ => Finset.sum_nonneg fun j _ => mul_nonneg (hs i j).le (sq_nonneg _)
  rw [gibbs_anti_levels, gibbs_double_levels, gibbs_comm_levels]
  refine ⟨Complex.zero_le_real.mpr (div_nonneg hF0 hZ),
    Complex.zero_le_real.mpr (div_nonneg (Finset.sum_nonneg fun i _ =>
      Finset.sum_nonneg fun j _ => mul_nonneg (hG i j) (sq_nonneg _)) hZ), ?_⟩
  simp only [Complex.ofReal_re]
  rw [norm_div, Complex.norm_real, Real.norm_of_nonneg hZ, div_pow]
  have hN : ‖∑ i, ∑ j, ((boltz b (E i) : ℂ) - boltz b (E j)) * (C i j * A j i)‖ ≤
      ∑ p : n × n, |boltz b (E p.1) - boltz b (E p.2)| * (‖C p.1 p.2‖ * ‖A p.2 p.1‖) := by
    simp only [Fintype.sum_prod_type]
    refine (norm_sum_le _ _).trans (Finset.sum_le_sum fun i _ =>
      (norm_sum_le _ _).trans_eq (Finset.sum_congr rfl fun j _ => ?_))
    rw [norm_mul, norm_mul, ← Complex.ofReal_sub, Complex.norm_real, Real.norm_eq_abs]
  -- Cauchy-Schwarz over pairs of levels
  have hCS : (∑ p : n × n, |boltz b (E p.1) - boltz b (E p.2)| *
      (‖C p.1 p.2‖ * ‖A p.2 p.1‖)) ^ 2 ≤
      (∑ p : n × n, (boltz b (E p.1) + boltz b (E p.2)) * ‖A p.2 p.1‖ ^ 2) *
      ∑ p : n × n, (boltz b (E p.1) - boltz b (E p.2)) ^ 2 /
        (boltz b (E p.1) + boltz b (E p.2)) * ‖C p.1 p.2‖ ^ 2 := by
    refine Finset.sum_sq_le_sum_mul_sum_of_sq_le_mul _
      (fun p _ => mul_nonneg (hs _ _).le (sq_nonneg _))
      (fun p _ => mul_nonneg (div_nonneg (sq_nonneg _) (hs _ _).le) (sq_nonneg _))
      (fun p _ => le_of_eq ?_)
    have h := (hs p.1 p.2).ne'
    rw [mul_pow, sq_abs]
    field_simp
  have hF : ∑ p : n × n, (boltz b (E p.1) + boltz b (E p.2)) * ‖A p.2 p.1‖ ^ 2 =
      ∑ i, ∑ j, (boltz b (E i) + boltz b (E j)) * ‖A i j‖ ^ 2 := by
    simp only [Fintype.sum_prod_type]
    rw [Finset.sum_comm]
    exact Finset.sum_congr rfl fun i _ => Finset.sum_congr rfl fun j _ => by ring
  have hC : ∑ p : n × n, (boltz b (E p.1) - boltz b (E p.2)) ^ 2 /
      (boltz b (E p.1) + boltz b (E p.2)) * ‖C p.1 p.2‖ ^ 2 ≤
      b / 2 * ∑ i, ∑ j, (boltz b (E i) - boltz b (E j)) * (E j - E i) * ‖C i j‖ ^ 2 := by
    simp only [Fintype.sum_prod_type, Finset.mul_sum]
    refine Finset.sum_le_sum fun i _ => Finset.sum_le_sum fun j _ => ?_
    have h : (boltz b (E i) - boltz b (E j)) ^ 2 / (boltz b (E i) + boltz b (E j)) ≤
        b / 2 * ((boltz b (E i) - boltz b (E j)) * (E j - E i)) :=
      (div_le_iff₀ (hs i j)).2 ((boltz_bound b (E i) (E j)).trans_eq (by ring))
    exact (mul_le_mul_of_nonneg_right h (sq_nonneg _)).trans_eq (by ring)
  rw [hF] at hCS
  have key := ((pow_le_pow_left₀ (norm_nonneg _) hN 2).trans hCS).trans
    (mul_le_mul_of_nonneg_left hC hF0)
  exact (div_le_div_of_nonneg_right key (sq_nonneg _)).trans_eq (by ring)

/-- Gibbs expectations do not change when Hamiltonian and observable are transformed by the same
invertible matrix `U` with inverse `V`. -/
theorem gibbs_conj (b : ℝ) {U V : Matrix n n ℂ} (h : V * U = 1) (H X : Matrix n n ℂ) :
    gibbs b (U * H * V) (U * X * V) = gibbs b H X := by
  have hUV : U * V = 1 := mul_eq_one_comm.mp h
  have hinv : U⁻¹ = V := Matrix.inv_eq_right_inv hUV
  have he : NormedSpace.exp (-(b : ℂ) • (U * H * V)) =
      U * NormedSpace.exp (-(b : ℂ) • H) * V := by
    have h1 := Matrix.exp_conj U (-(b : ℂ) • H) ⟨⟨U, V, hUV, h⟩, rfl⟩
    rwa [hinv, Matrix.mul_smul, Matrix.smul_mul] at h1
  have ht : ∀ M : Matrix n n ℂ, trace (U * M * V) = trace M := fun M => by
    rw [Matrix.trace_mul_comm, ← mul_assoc, h, one_mul]
  have hm : ∀ M : Matrix n n ℂ, U * M * V * (U * X * V) = U * (M * X) * V := fun M => by
    calc U * M * V * (U * X * V) = U * M * (V * U) * X * V := by simp only [mul_assoc]
      _ = U * (M * X) * V := by rw [h, mul_one]; simp only [mul_assoc]
  rw [gibbs, gibbs, he, hm, ht, ht]

/-- **Bogoliubov inequality.** For a Hermitian Hamiltonian at inverse temperature `b ≥ 0`,
`|<[C, A]>|^2 ≤ (b/2) <{A, A*}> <[[C, H], C*]>`, and both expectations on the right are real
and nonnegative. -/
theorem bogoliubov {b : ℝ} (hb : 0 ≤ b) {H : Matrix n n ℂ} (hH : H.IsHermitian)
    (A C : Matrix n n ℂ) :
    0 ≤ gibbs b H (anti A Aᴴ) ∧ 0 ≤ gibbs b H (comm (comm C H) Cᴴ) ∧
    ‖gibbs b H (comm C A)‖ ^ 2 ≤
      b / 2 * (gibbs b H (anti A Aᴴ)).re * (gibbs b H (comm (comm C H) Cᴴ)).re := by
  -- pass to an orthonormal basis of energy eigenvectors
  obtain ⟨U, E, hU, hspec⟩ : ∃ (U : Matrix n n ℂ) (E : n → ℝ),
      Uᴴ * U = 1 ∧ H = U * levels E * Uᴴ := by
    refine ⟨hH.eigenvectorUnitary, hH.eigenvalues,
      Matrix.mem_unitaryGroup_iff'.mp hH.eigenvectorUnitary.2, ?_⟩
    have h := hH.spectral_theorem
    rw [Unitary.conjStarAlgAut_apply] at h
    exact h
  have hU' : U * Uᴴ = 1 := mul_eq_one_comm.mp hU
  have hex : ∀ X : Matrix n n ℂ, ∃ Y, X = U * Y * Uᴴ := fun X => ⟨Uᴴ * X * U, by
    calc X = (U * Uᴴ) * X * (U * Uᴴ) := by rw [hU', one_mul, mul_one]
      _ = U * (Uᴴ * X * U) * Uᴴ := by simp only [mul_assoc]⟩
  have hm : ∀ X Y : Matrix n n ℂ, U * X * Uᴴ * (U * Y * Uᴴ) = U * (X * Y) * Uᴴ := fun X Y => by
    calc U * X * Uᴴ * (U * Y * Uᴴ) = U * X * (Uᴴ * U) * Y * Uᴴ := by simp only [mul_assoc]
      _ = U * (X * Y) * Uᴴ := by rw [hU, mul_one]; simp only [mul_assoc]
  have hst : ∀ X : Matrix n n ℂ, (U * X * Uᴴ)ᴴ = U * Xᴴ * Uᴴ := fun X => by
    simp only [Matrix.conjTranspose_mul, Matrix.conjTranspose_conjTranspose, mul_assoc]
  have hc : ∀ X Y : Matrix n n ℂ, comm (U * X * Uᴴ) (U * Y * Uᴴ) = U * comm X Y * Uᴴ :=
    fun X Y => by simp only [comm, hm, mul_sub, sub_mul]
  have ha : ∀ X Y : Matrix n n ℂ, anti (U * X * Uᴴ) (U * Y * Uᴴ) = U * anti X Y * Uᴴ :=
    fun X Y => by simp only [anti, hm, mul_add, add_mul]
  obtain ⟨A', rfl⟩ := hex A
  obtain ⟨C', rfl⟩ := hex C
  rw [hspec]
  simp only [hst, hc, ha, gibbs_conj b hU]
  exact bogoliubov_levels hb E A' C'

/-- For a Hermitian Hamiltonian at inverse temperature `b ≥ 0`, if `<[[C, H], C*]>` vanishes then
`<[C, A]>` vanishes for every `A`. -/
theorem comm_expectation_eq_zero {b : ℝ} (hb : 0 ≤ b) {H : Matrix n n ℂ} (hH : H.IsHermitian)
    {C : Matrix n n ℂ} (hC : gibbs b H (comm (comm C H) Cᴴ) = 0) (A : Matrix n n ℂ) :
    gibbs b H (comm C A) = 0 := by
  have h := (bogoliubov hb hH A C).2.2
  rw [hC, Complex.zero_re, mul_zero] at h
  exact norm_eq_zero.mp (pow_eq_zero_iff two_ne_zero |>.mp (le_antisymm h (sq_nonneg _)))

/-- The constant `1/2` is optimal: if at some `b > 0` the inequality holds for all two-level
systems with `k b` in place of `b/2`, then `k ≥ 1/2`. -/
theorem constant_sharp {b k : ℝ} (hb : 0 < b)
    (h : ∀ H A C : Matrix (Fin 2) (Fin 2) ℂ, H.IsHermitian → ‖gibbs b H (comm C A)‖ ^ 2 ≤
      k * b * (gibbs b H (anti A Aᴴ)).re * (gibbs b H (comm (comm C H) Cᴴ)).re) :
    1 / 2 ≤ k := by
  by_contra hk
  have hx : 0 < 1 - 2 * k := by linarith [not_le.mp hk]
  -- a level splitting e with b e = 1 - 2k, and lowering and raising matrices
  obtain ⟨e, he⟩ : ∃ e, b * e = 1 - 2 * k := ⟨(1 - 2 * k) / b, by field_simp⟩
  have hH : (levels ![0, e]).IsHermitian := by
    ext i j
    fin_cases i <;> fin_cases j <;> simp [levels]
  have h1 := h (levels ![0, e]) !![0, 0; 1, 0] !![0, 1; 0, 0] hH
  have w0 : boltz b 0 = 1 := by simp [boltz]
  obtain ⟨r, hr⟩ : ∃ r, r = boltz b e := ⟨_, rfl⟩
  have hr0 : 0 < r := hr ▸ Real.exp_pos _
  have hr1 : r * (1 + b * e) ≤ 1 := by
    have h2 : r * Real.exp (b * e) = 1 := by
      rw [hr, boltz, ← Real.exp_add]; simp
    nlinarith [mul_le_mul_of_nonneg_left (Real.add_one_le_exp (b * e)) hr0.le]
  have hN : gibbs b (levels ![0, e]) (comm !![0, 1; 0, 0] !![0, 0; 1, 0]) =
      (((1 - r) / (1 + r) : ℝ) : ℂ) := by
    rw [gibbs_comm_levels]
    simp [Fin.sum_univ_two, w0, ← hr]
  rw [hN, gibbs_anti_levels, gibbs_double_levels, Complex.norm_real, Real.norm_eq_abs,
    sq_abs, Complex.ofReal_re, Complex.ofReal_re] at h1
  simp only [Fin.sum_univ_two, Matrix.cons_val_zero, Matrix.cons_val_one, Matrix.of_apply,
    Matrix.cons_val', Matrix.cons_val_fin_one, w0, ← hr, norm_zero, norm_one] at h1
  have hpos : 0 < 1 + r := by linarith
  have h2 : (1 - r) ^ 2 ≤ k * (b * e) * (1 + r) * (1 - r) := by
    have h3 := mul_le_mul_of_nonneg_right h1 (sq_nonneg (1 + r))
    field_simp at h3
    nlinarith [h3]
  rw [he] at h2 hr1
  have hlt : 0 < 1 - r := by nlinarith [mul_pos hr0 hx]
  have h4 : 1 - r ≤ k * (1 - 2 * k) * (1 + r) :=
    le_of_mul_le_mul_right (by linarith [h2, sq (1 - r)]) hlt
  have hk0 : 0 < k := by
    by_contra hneg
    have h5 : 0 ≤ -k * (1 - 2 * k) * (1 + r) :=
      mul_nonneg (mul_nonneg (by linarith [not_lt.mp hneg]) hx.le) hpos.le
    linarith
  have h6 : 1 - r ≤ 2 * k * (1 - 2 * k) := by
    nlinarith [mul_nonneg (mul_pos hk0 hx).le hlt.le]
  have h7 : (1 - r) * (2 - 2 * k) ≤ 2 * k * (1 - 2 * k) * (2 - 2 * k) :=
    mul_le_mul_of_nonneg_right h6 (by linarith)
  nlinarith [mul_pos hx (mul_pos hx hx)]

end

end BogoliubovInequality
```

```lean
#print axioms BogoliubovInequality.bogoliubov
#print axioms BogoliubovInequality.comm_expectation_eq_zero
#print axioms BogoliubovInequality.constant_sharp
```

```
'BogoliubovInequality.bogoliubov' depends on axioms: [propext, Classical.choice, Quot.sound]
'BogoliubovInequality.comm_expectation_eq_zero' depends on axioms: [propext, Classical.choice, Quot.sound]
'BogoliubovInequality.constant_sharp' depends on axioms: [propext, Classical.choice, Quot.sound]
```

## Scope of the theorems and role of the lemmas

In `bogoliubov`, the finite type `n` labels basis states, `hH` says that $H$ is Hermitian, and `Aᴴ` is $A^*$. `gibbs` uses the true matrix exponential. In the order on ℂ used here, `0 ≤ z` means that $z$ is real and nonnegative, so taking `.re` on the right loses nothing. The condition `hb` serves only to fix the sign of the double-commutator expectation.

`boltz_bound` is the inequality for the weights, proved by monotonicity of $f$. The `gibbs_…_levels` lemmas are the sums over levels, and `bogoliubov_levels` combines them by Cauchy–Schwarz (`hCS`). `gibbs_conj` shows that a change of basis leaves expectations unchanged; with the spectral theorem, it carries the diagonal case to Hermitian $H$.

`comm_expectation_eq_zero` adds that if $\langle[[C,H],C^*]\rangle=0$, then $\langle[C,A]\rangle=0$ for every $A$. `constant_sharp` replaces the limit $e\to0$ by a contradiction: assuming $k<1/2$, it chooses $be=1-2k$.

The theorems concern exact matrices, not floating-point output, and they include neither unbounded operators nor a thermodynamic limit. A truncated boson space qualifies if all products and commutators are formed from the truncated matrices.

Had `gibbs` been defined as a weighted sum over an eigenbasis supplied as an argument, `gibbs_levels` would be almost immediate for the standard basis. The statement would then no longer mention $e^{-bH}$, and independence of the basis chosen within degenerate levels would need its own proof.
